# A sum over the two distinct ends of a bond is the sum of the function's values there

On a finite set of sites, take two distinct sites `a` and `b` and any real function `g` of the sites. The lemma says that if `g v` is summed over only those sites `v` that belong to the unordered pair `s(a, b)`, the result is `g a + g b`. In physical terms, a sum over the ends of a bond has one term for each end; no Hamiltonian or quantum state enters, and the two sites need not be adjacent in any given graph. The attempt first shows, site by site, that the condition of belonging to the pair splits into two separate conditions, `v = a` and `v = b`, and then sums the two parts.

An attempt in Lean 4 with a fault in it:

```lean
import Mathlib

open scoped Classical

namespace LineGraphMagnons

noncomputable section

variable {V : Type*} [Fintype V] [DecidableEq V] {G : SimpleGraph V} [Fintype G.edgeSet]

/-- A sum over the vertices of an edge has two terms, one for each end. -/
theorem sum_endpoints {a b : V} (hab : a ≠ b) (g : V → ℝ) :
    (∑ v, if v ∈ s(a, b) then g v else 0) = g a + g b := by
  have h : ∀ v, (if v ∈ s(a, b) then g v else 0)
      = (if v = a then g v else 0) + (if v = b then g v else 0) := by
    intro v
    by_cases h1 : v = a
    · subst h1
      simp [hab]
    · by_cases h2 : v = b <;> simp [h1, h2]
  rw [Finset.sum_congr rfl fun v _ => h v, Finset.sum_add_distrib]
  simp

end

end LineGraphMagnons
```

The error:

```
Main.lean:20:4: error: unsolved goals
case pos
V : Type u_1
inst✝¹ : Fintype V
inst✝ : DecidableEq V
a b : V
hab : a ≠ b
g : V → ℝ
v : V
h1 : ¬v = a
h2 : v = b
⊢ b = a → g b = 0
```

Diagnosis. The one error comes from the case where `v` is not `a` but is `b`. There `simp` is given `h1 : ¬v = a` and `h2 : v = b`. It uses `h2` to replace `v` by `b` in the goal, so the test `v = a` becomes `b = a`. The fact `h1` still speaks of `v`, and no longer matches. The test stays undecided, and what remains is `b = a → g b = 0`: the term for the end `a` has not been shown to vanish.

The hypothesis `hab : a ≠ b` rules out `b = a`, but this `simp` call was not given it. The repair adds `hab.symm`, which is `b ≠ a`, the same fact turned round to match the test as it now stands. With it `simp` reduces `b = a` to false, and the goal closes. The `<;>` passes the added fact to the case `v ≠ b` as well, where it wasn't needed, since the messages report no error there.

The mended proof, as a diff:

```diff
@@ -18,5 +18,5 @@
     · subst h1
       simp [hab]
-    · by_cases h2 : v = b <;> simp [h1, h2]
+    · by_cases h2 : v = b <;> simp [h1, h2, hab.symm]
   rw [Finset.sum_congr rfl fun v _ => h v, Finset.sum_add_distrib]
   simp
```
